# The Cooper–Zare formula confines the photoelectron asymmetry parameter to [−1, 2]

## Two outgoing waves and one asymmetry parameter

Linearly polarised light ejects an electron from an atomic subshell with orbital angular momentum $l$. For $l\ge1$ the dipole selection rule allows two continuum waves, with angular momenta $l-1$ and $l+1$; for $l=0$ only the wave $l+1$ exists. When both waves are present they interfere, and the interference shapes the angular distribution of the photoelectrons. The notation is as follows.

- $A$ is the real radial dipole integral into the wave $l-1$, and $B$ the one into the wave $l+1$. Textbooks often write $\sigma_{l-1}$ and $\sigma_{l+1}$ or $R_{l-1}$ and $R_{l+1}$.
- $d=\delta_{l+1}-\delta_{l-1}$ is the difference of the phase shifts of the two waves, Coulomb phases included.
- $\theta$ is the angle between the polarisation vector and the direction of emission.
- $\beta$ is the asymmetry parameter, and $P_2(x)=(3x^2-1)/2$ is the second Legendre polynomial.

The Cooper–Zare formula gives $\beta$ for one electron in a central field, ionised from an unpolarised atom in the electric dipole approximation and without spin–orbit effects. In this model, whenever $A$ and $B$ give a non-zero total dipole strength, $\beta$ lies between $-1$ and $2$. For $l=0$ it equals $2$. For $l\ge 1$ it equals $2$ exactly when $A^2+B^2+2AB\cos d=0$, and every value in the interval occurs for some choice of real integrals and phase difference.

```lean
import Mathlib

open Complex (I)

namespace CooperZare

noncomputable section
```

Summed over the two channels, the probability of ejecting the electron is proportional to

$$S = lA^2+(l+1)B^2 .$$

This is `strength`. It is not the oscillator strength, which also carries the transition energy and numerical factors. In Lean, `l` is a natural number that is converted to a real one wherever it enters the algebra, while `A` and `B` are arbitrary real numbers of either sign.

```lean
/-- The total dipole strength `l A² + (l+1) B²` of the two channels `l → l-1` (radial integral
`A`) and `l → l+1` (radial integral `B`), up to a common factor. -/
def strength (l : ℕ) (A B : ℝ) : ℝ := (l : ℝ) * A ^ 2 + ((l : ℝ) + 1) * B ^ 2
```

The Cooper–Zare formula for the asymmetry parameter is

$$\beta=\frac{l(l-1)A^2+(l+1)(l+2)B^2-6l(l+1)AB\cos d}{(2l+1)\,S}.$$

Here it is a definition and is not derived from the dipole matrix elements. It stands for the physics of one electron in a central field, ionised in the electric dipole approximation from an unpolarised atom, with spin–orbit effects neglected. How well an actual atom follows the formula is not settled by the theorems below. The minus sign before the interference term comes from the factors of $i$ in the partial-wave expansion, which differ by $i^2=-1$ between the two waves and are not counted in $d$.

For $l=0$ there is no wave $l-1$. The formula takes care of this, since every term with $A$ carries a factor $l$.

```lean
/-- The Cooper–Zare asymmetry parameter `β` for radial integrals `A`, `B` and phase difference
`d` of the two outgoing waves; its domain is `strength l A B ≠ 0`. -/
def asymmetry (l : ℕ) (A B d : ℝ) : ℝ :=
  ((l : ℝ) * ((l : ℝ) - 1) * A ^ 2 + ((l : ℝ) + 1) * ((l : ℝ) + 2) * B ^ 2
    - 6 * (l : ℝ) * ((l : ℝ) + 1) * A * B * Real.cos d) / ((2 * (l : ℝ) + 1) * strength l A B)
```

Two waves with real amplitudes $x$ and $y$ and relative phase $d$ add up to $x+ye^{id}$. The function `superpose` gives this complex number. It will be used with two different pairs of amplitudes.

```lean
/-- The superposition `x + y e^{id}` of two waves with real amplitudes `x`, `y` and relative
phase `d`. -/
def superpose (x y d : ℝ) : ℂ := (x : ℂ) + (y : ℂ) * Complex.exp ((d : ℂ) * I)
```

The angular distribution is

$$W(\theta)=1+\beta P_2(\cos\theta).$$

Its average over the sphere is $1$, so the differential cross-section is $W(\theta)$ times the total cross-section divided by $4\pi$. The light is taken to be fully linearly polarised.

```lean
/-- The photoelectron angular distribution `1 + β P₂(cos θ)`, relative to the isotropic one, at
angle `θ` from the linear polarisation; its domain is `strength l A B ≠ 0`. -/
def angularDistribution (l : ℕ) (A B d θ : ℝ) : ℝ :=
  1 + asymmetry l A B d * ((3 * Real.cos θ ^ 2 - 1) / 2)
```

## The intensity of two interfering waves

The real part of $x+ye^{id}$ is $x+y\cos d$ and the imaginary part is $y\sin d$. Hence

$$|x+ye^{id}|^2=(x+y\cos d)^2+y^2\sin^2 d=x^2+y^2+2xy\cos d .$$

The proof computes the two parts as `hre` and `him`, writes the squared modulus as the sum of their squares, and closes with $y^2$ times the identity $\sin^2 d+\cos^2 d=1$.

```lean
/-- Two-wave interference: the intensity of the superposition is `x² + y² + 2xy cos d`. -/
theorem norm_sq_superpose (x y d : ℝ) :
    ‖superpose x y d‖ ^ 2 = x ^ 2 + y ^ 2 + 2 * x * y * Real.cos d := by
  have hre : (superpose x y d).re = x + y * Real.cos d := by
    simp [superpose, Complex.exp_ofReal_mul_I_re]
  have him : (superpose x y d).im = y * Real.sin d := by
    simp [superpose, Complex.exp_ofReal_mul_I_im]
  rw [Complex.sq_norm, Complex.normSq_apply, hre, him]
  linear_combination y ^ 2 * Real.sin_sq_add_cos_sq d
```

## The distances of β from 2 and from −1

Multiply $2-\beta$ by the denominator $(2l+1)S$ and collect the coefficients:

- $A^2$: $\;2l(2l+1)-l(l-1)=3l(l+1)$
- $B^2$: $\;2(l+1)(2l+1)-(l+1)(l+2)=3l(l+1)$
- $AB\cos d$: $\;6l(l+1)$

The common factor $3l(l+1)$ comes out, and what remains is the intensity of a superposition:

$$2-\beta=\frac{3l(l+1)\,|A+Be^{id}|^2}{(2l+1)\,S}.$$

The hypothesis `h : 0 < strength l A B` says that at least one allowed channel has a non-zero radial integral. It makes the denominator non-zero, which is recorded as `hD`. The rewriting with `eq_div_iff` clears the denominator, and `ring` compares the coefficients as above.

```lean
/-- For non-zero dipole strength, the distance `2 - β` is `3l(l+1) |A + B e^{id}|²` divided by
`2l+1` times the strength. -/
theorem two_sub_asymmetry {l : ℕ} {A B : ℝ} (d : ℝ) (h : 0 < strength l A B) :
    2 - asymmetry l A B d = 3 * (l : ℝ) * ((l : ℝ) + 1) * ‖superpose A B d‖ ^ 2
      / ((2 * (l : ℝ) + 1) * strength l A B) := by
  have hD : (2 * (l : ℝ) + 1) * strength l A B ≠ 0 := by positivity
  unfold asymmetry
  rw [eq_div_iff hD, sub_mul, div_mul_cancel₀ _ hD, norm_sq_superpose]
  unfold strength
  ring
```

The same procedure for $1+\beta$ gives

- $A^2$: $\;l(2l+1)+l(l-1)=3l^2$
- $B^2$: $\;(l+1)(2l+1)+(l+1)(l+2)=3(l+1)^2$
- $AB\cos d$: $\;-6l(l+1)$

This is three times a perfect squared modulus, now with the amplitudes $lA$ and $-(l+1)B$:

$$1+\beta=\frac{3\,|lA-(l+1)Be^{id}|^2}{(2l+1)\,S}.$$

In Lean the minus sign sits inside the second argument of `superpose`.

```lean
/-- For non-zero dipole strength, the distance `1 + β` is `3 |l A - (l+1) B e^{id}|²` divided by
`2l+1` times the strength. -/
theorem one_add_asymmetry {l : ℕ} {A B : ℝ} (d : ℝ) (h : 0 < strength l A B) :
    1 + asymmetry l A B d = 3 * ‖superpose (l * A) (-(((l : ℝ) + 1) * B)) d‖ ^ 2
      / ((2 * (l : ℝ) + 1) * strength l A B) := by
  have hD : (2 * (l : ℝ) + 1) * strength l A B ≠ 0 := by positivity
  unfold asymmetry
  rw [eq_div_iff hD, add_mul, div_mul_cancel₀ _ hD, norm_sq_superpose]
  unfold strength
  ring
```

## Emission along and across the polarisation

Since $1=\cos^2\theta+\sin^2\theta$ and $P_2(\cos\theta)=\cos^2\theta-\tfrac12\sin^2\theta$,

$$W(\theta)=(1+\beta)\cos^2\theta+\tfrac12(2-\beta)\sin^2\theta .$$

Inserting the two distances gives

$$W(\theta)=\frac{3}{(2l+1)S}\left[\cos^2\theta\,|lA-(l+1)Be^{id}|^2+\sin^2\theta\,\frac{l(l+1)}{2}|A+Be^{id}|^2\right].$$

Emission along the polarisation is thus governed by one superposition of the two waves, and emission at right angles to it by another. At $\beta=2$ the second part vanishes and $W=3\cos^2\theta$. At $\beta=-1$ the first part vanishes and $W=\tfrac32\sin^2\theta$.

The `linear_combination` step adds the two distance identities with the weights $\cos^2\theta$ and $\tfrac12\sin^2\theta$. Its last term supplies $\sin^2\theta+\cos^2\theta=1$.

```lean
/-- For non-zero dipole strength, the angular distribution is a `cos² θ` part with intensity
`|l A - (l+1) B e^{id}|²` plus a `sin² θ` part with intensity `l(l+1)/2 · |A + B e^{id}|²`,
up to a common factor. -/
theorem angularDistribution_eq {l : ℕ} {A B : ℝ} (d θ : ℝ) (h : 0 < strength l A B) :
    angularDistribution l A B d θ = 3 / ((2 * (l : ℝ) + 1) * strength l A B) *
      (Real.cos θ ^ 2 * ‖superpose (l * A) (-(((l : ℝ) + 1) * B)) d‖ ^ 2
        + Real.sin θ ^ 2 * ((l : ℝ) * ((l : ℝ) + 1) / 2 * ‖superpose A B d‖ ^ 2)) := by
  have h1 := one_add_asymmetry d h
  have h2 := two_sub_asymmetry d h
  unfold angularDistribution
  -- 1 + β P₂ = (1 + β) cos² θ + (1 - β/2) sin² θ
  linear_combination Real.cos θ ^ 2 * h1 + Real.sin θ ^ 2 / 2 * h2
    + (asymmetry l A B d / 2 - 1) * Real.sin_sq_add_cos_sq θ
```

As a numerical instance, take a p electron, $l=1$, with $A=1$, $B=2$ in the same arbitrary unit and $d=\pi/3$, so that $\cos d=\tfrac12$. Then $S=1+2\cdot4=9$, and

$$\beta=\frac{0+2\cdot3\cdot4-6\cdot1\cdot2\cdot1\cdot2\cdot\tfrac12}{3\cdot 9}=\frac{12}{27}=\frac49 .$$

The two intensities are $|A+Be^{id}|^2=1+4+2=7$ and $|A-2Be^{id}|^2=1+16-4=13$. They give $2-\beta=6\cdot7/27=14/9$ and $1+\beta=3\cdot13/27=13/9$, in agreement with $\beta=4/9$. The distribution is $W(\theta)=\tfrac19(13\cos^2\theta+7\sin^2\theta)$.

## The bounds and the condition for β = 2

Both distances are non-negative numbers divided by a positive one. Therefore $1+\beta\ge0$ and $2-\beta\ge0$, which is

$$-1\le\beta\le2 .$$

For $l=0$ the factor $l(l+1)$ is zero, so $2-\beta=0$: in this model an s electron always gives $\beta=2$. For $l\ge1$ that factor is positive, and $2-\beta$ vanishes exactly when the intensity does:

$$\beta=2\iff A^2+B^2+2AB\cos d=0 .$$

The left side of the last equation is $(A+B\cos d)^2+B^2\sin^2d$. With $S>0$ it vanishes only if the two integrals have equal non-zero magnitude and $\cos d=\pm1$, where $B=-A$ goes with $\cos d=1$ and $B=A$ with $\cos d=-1$. The two waves then cancel completely in the direction perpendicular to the polarisation.

The theorem `asymmetry_bounds` joins three statements under the single hypothesis of positive strength: membership in the closed interval `Set.Icc (-1 : ℝ) 2`, the value for `l = 0`, and the equivalence for `1 ≤ l`. In the proof, `positivity` settles the signs of the two distances once they have been rewritten as quotients. For the equivalence, the denominator is cleared to give

$$(2-\beta)(2l+1)S=3l(l+1)\,(A^2+B^2+2AB\cos d).$$

If $\beta=2$, the left side is zero and the non-zero factor `hc` on the right can be cancelled. If the bracket is zero, the non-zero factor `hD` on the left can be cancelled.

In an independent-electron, central-field calculation of photoionisation, a value of $\beta$ outside this interval therefore points to an error in evaluating the formula, because no real radial integrals and phase difference can produce it.

```lean
/-- Cooper–Zare bounds: for non-zero dipole strength, `β` lies in `[-1, 2]`; it equals `2` for
`l = 0`, and for `l ≥ 1` it equals `2` exactly when `A² + B² + 2AB cos d = 0`. -/
theorem asymmetry_bounds {l : ℕ} {A B : ℝ} (d : ℝ) (h : 0 < strength l A B) :
    asymmetry l A B d ∈ Set.Icc (-1 : ℝ) 2 ∧
    (l = 0 → asymmetry l A B d = 2) ∧
    (1 ≤ l → (asymmetry l A B d = 2 ↔ A ^ 2 + B ^ 2 + 2 * A * B * Real.cos d = 0)) := by
  have h1 := one_add_asymmetry d h
  have h2 := two_sub_asymmetry d h
  refine ⟨⟨?_, ?_⟩, ?_, ?_⟩
  · have : 0 ≤ 1 + asymmetry l A B d := by rw [h1]; positivity
    linarith
  · have : 0 ≤ 2 - asymmetry l A B d := by rw [h2]; positivity
    linarith
  · -- an s electron has only the channel to a p wave
    intro hl
    have hl0 : (l : ℝ) = 0 := by exact_mod_cast hl
    have : 2 - asymmetry l A B d = 0 := by
      rw [h2, hl0, mul_zero, zero_mul, zero_mul, zero_div]
    linarith
  · intro hl
    have hl0 : (0 : ℝ) < l := by exact_mod_cast hl
    have hD : (2 * (l : ℝ) + 1) * strength l A B ≠ 0 := by positivity
    have hc : 3 * (l : ℝ) * ((l : ℝ) + 1) ≠ 0 := by positivity
    rw [norm_sq_superpose, eq_div_iff hD] at h2
    constructor
    · intro hb
      rw [hb, sub_self, zero_mul] at h2
      exact (mul_eq_zero.mp h2.symm).resolve_left hc
    · intro hX
      rw [hX, mul_zero] at h2
      have := (mul_eq_zero.mp h2).resolve_right hD
      linarith
```

## The condition for β = −1

The lower end is reached when the amplitude along the polarisation vanishes:

$$\beta=-1\iff lA-(l+1)Be^{id}=0 .$$

The proof again clears the denominator, now in the identity for $1+\beta$. If $\beta=-1$, the squared modulus is zero, and so is the complex number itself. Conversely, a vanishing amplitude makes $(1+\beta)(2l+1)S$ zero, and the positive factor is cancelled.

The theorem holds for $l=0$ as well. There the amplitude is $-Be^{id}$, which is non-zero because $S=B^2>0$, so neither side of the equivalence is ever true. This agrees with the fixed value $\beta=2$ for s electrons.

```lean
/-- For non-zero dipole strength, `β = -1` exactly when `l A - (l+1) B e^{id}` vanishes. -/
theorem asymmetry_eq_neg_one_iff {l : ℕ} {A B : ℝ} (d : ℝ) (h : 0 < strength l A B) :
    asymmetry l A B d = -1 ↔ superpose (l * A) (-(((l : ℝ) + 1) * B)) d = 0 := by
  have hD : (2 * (l : ℝ) + 1) * strength l A B ≠ 0 := by positivity
  have h1 := one_add_asymmetry d h
  rw [eq_div_iff hD] at h1
  constructor
  · intro hb
    rw [hb] at h1
    have h0 : ‖superpose (l * A) (-(((l : ℝ) + 1) * B)) d‖ ^ 2 = 0 := by linarith
    exact norm_eq_zero.mp ((pow_eq_zero_iff two_ne_zero).mp h0)
  · intro hF
    rw [hF, norm_zero, zero_pow two_ne_zero, mul_zero] at h1
    have := (mul_eq_zero.mp h1).resolve_right hD
    linarith
```

## Every value between the ends

For $l\ge1$ the interval cannot be narrowed. Fix $A=1$ and $d=0$ and let $B$ run over the real numbers. The strength is $l+(l+1)B^2$, which is positive for every $B$, so $\beta$ is a continuous function of $B$. Two of its values are known from the conditions above:

- At $B=-1$, $A^2+B^2+2AB=1+1-2=0$, hence $\beta=2$.
- At $B=l/(l+1)$, $lA-(l+1)B=l-l=0$, hence $\beta=-1$.

By the intermediate value theorem, $\beta$ takes every value $b$ with $-1\le b\le2$.

In Lean, `hS` is the positivity of the strength, `hcont` the continuity in $B$, and `htop` and `hbot` are the two end values. The last step, `mem_range_of_exists_le_of_exists_ge`, is a form of the intermediate value theorem: a continuous real function with one value at most $b$ and another at least $b$ attains $b$.

The theorem `exists_asymmetry_eq` speaks of the formula with a freely chosen real $B$. Which values a given atom shows at a given photon energy depends on its radial wave functions.

```lean
/-- The bounds are sharp for `l ≥ 1`: every value `b` in `[-1, 2]` is the asymmetry parameter for
`A = 1`, `d = 0` and some real `B`. -/
theorem exists_asymmetry_eq {l : ℕ} (hl : 1 ≤ l) {b : ℝ} (hb : b ∈ Set.Icc (-1 : ℝ) 2) :
    ∃ B : ℝ, asymmetry l 1 B 0 = b := by
  have hl0 : (0 : ℝ) < l := by exact_mod_cast hl
  have hS : ∀ B : ℝ, 0 < strength l 1 B := by
    intro B
    have : 0 ≤ ((l : ℝ) + 1) * B ^ 2 := by positivity
    unfold strength
    linarith
  have hcont : Continuous fun B : ℝ => asymmetry l 1 B 0 := by
    unfold asymmetry
    refine Continuous.div (by fun_prop) (by unfold strength; fun_prop) (fun B => ?_)
    have := hS B
    positivity
  -- the two ends of the interval
  have htop : asymmetry l 1 (-1) 0 = 2 :=
    ((asymmetry_bounds 0 (hS (-1))).2.2 hl).mpr (by rw [Real.cos_zero]; norm_num)
  have hbot : asymmetry l 1 ((l : ℝ) / ((l : ℝ) + 1)) 0 = -1 := by
    rw [asymmetry_eq_neg_one_iff 0 (hS _)]
    have e : ((l : ℝ) + 1) * ((l : ℝ) / ((l : ℝ) + 1)) = l := by field_simp
    rw [e]
    simp [superpose]
  exact mem_range_of_exists_le_of_exists_ge hcont
    ⟨_, hbot.le.trans hb.1⟩ ⟨_, hb.2.trans htop.ge⟩

end

end CooperZare
```

```lean
#print axioms CooperZare.angularDistribution_eq
#print axioms CooperZare.exists_asymmetry_eq
```

```
'CooperZare.angularDistribution_eq' depends on axioms: [propext, Classical.choice, Quot.sound]
'CooperZare.exists_asymmetry_eq' depends on axioms: [propext, Classical.choice, Quot.sound]
```
